# For positive weights, a bounce-free update with detailed balance exists exactly when no state outweighs all the others together

To update a vertex of a world-line configuration without ever leaving it unchanged, one can look for the transition probabilities $P_{ij}$ from local state $i$ to $j$, or for the flows $a_{ij}=w_iP_{ij}$, where $w_i$ is the weight of state $i$. The flows are used here for most of the work, because detailed balance then says only that a matrix is symmetric. A move that leaves the state as it was is a bounce, and it sits on the diagonal.

In directed-loop simulations of lattice models, a local state is a vertex state together with a marked leg: the leg where the loop enters before the move, and the leg where it leaves after it. These local states split into closed sets. The result applies to one such set at a time, provided that every state in it can pass to every other in one step, and tells whether bounces can be removed there at the given weights. It is not to be applied to all states of a vertex at once when some of these moves are unavailable. That a loop built from such local steps samples the full world-line distribution is a separate step, which the hypotheses do not supply.

## Flows, probabilities and stacked weights

There are $n$ states, numbered from $0$ to $n-1$ by `Fin n`, with real weights `w`. Where a flow is constructed, the weights are taken to be nonnegative, as relative probabilities must be.

```lean
import Mathlib

namespace BounceFreeUpdates

noncomputable section

variable {n : ℕ}
```

`IsFlow w a` says that `a` is nonnegative and symmetric and that row $i$ sums to $w_i$. Bounces are allowed.

```lean
/-- A detailed-balance flow for the weights `w`: the flow from `i` to `j` is nonnegative and
equals the reverse flow, and the total flow out of `i`, bounce included, is `w i`. -/
structure IsFlow (w : Fin n → ℝ) (a : Matrix (Fin n) (Fin n) ℝ) : Prop where
  nonneg : ∀ i j, 0 ≤ a i j
  symm : ∀ i j, a i j = a j i
  row_sum : ∀ i, ∑ j, a i j = w i
```

`IsBounceFreeUpdate w P` concerns probabilities: rows sum to one, detailed balance holds and the diagonal vanishes.

```lean
/-- A bounce-free update: transition probabilities `P i j` from `i` to `j` that obey detailed
balance for the weights `w` and never leave the state unchanged. -/
structure IsBounceFreeUpdate (w : Fin n → ℝ) (P : Matrix (Fin n) (Fin n) ℝ) : Prop where
  nonneg : ∀ i j, 0 ≤ P i j
  row_sum : ∀ i, ∑ j, P i j = 1
  balance : ∀ i j, w i * P i j = w j * P j i
  no_bounce : ∀ i, P i i = 0
```

Write $S=\sum_k w_k$, and let $s_k$ (`stack w k`) be the total weight of the states numbered below $k$. State $i$ occupies the interval $I_i=[s_i,s_{i+1}]$.

```lean
/-- The total weight of the first `k` states. State `i` occupies the interval from
`stack w i` to `stack w (i + 1)`. -/
def stack (w : Fin n → ℝ) (k : ℕ) : ℝ :=
  ∑ i : Fin n, if (i : ℕ) < k then w i else 0
```

The overlap of two intervals is
$$L(a,b;c,d)=\max\bigl(0,\ \min(b,d)-\max(a,c)\bigr),$$
where $a$ is an endpoint and not a flow.

```lean
/-- The length of the common part of the intervals `[a, b]` and `[c, d]`, for `a ≤ b` and
`c ≤ d`. -/
def overlap (a b c d : ℝ) : ℝ := max 0 (min b d - max a c)
```

The matrix $A$ (`shiftedFlow w`) adds the overlaps of $I_i$ with $I_j+S/2$ and with $I_j-S/2$.

```lean
/-- The shifted-stack flow, meant for nonnegative weights: the overlap of the interval of state `i`
with the interval of state `j` moved by half the total weight, up and down, the two overlaps being
added. -/
def shiftedFlow (w : Fin n → ℝ) : Matrix (Fin n) (Fin n) ℝ := fun i j =>
  overlap (stack w (i : ℕ)) (stack w ((i : ℕ) + 1))
    (stack w (j : ℕ) + (∑ k, w k) / 2) (stack w ((j : ℕ) + 1) + (∑ k, w k) / 2) +
  overlap (stack w (i : ℕ)) (stack w ((i : ℕ) + 1))
    (stack w (j : ℕ) - (∑ k, w k) / 2) (stack w ((j : ℕ) + 1) - (∑ k, w k) / 2)
```

The matrix $B$ (`dominantFlow w m`) is meant for a heavy state $m$, which exchanges weight with every other state; the others exchange nothing among themselves.

```lean
/-- The matrix in which state `m` exchanges with every other state `j` the full weight `w j`, and
the diagonal entry at `m` is the rest of `w m`. This entry can serve as a bounce only if it is
nonnegative, that is, if `m` carries at least half of the total weight. -/
def dominantFlow (w : Fin n → ℝ) (m : Fin n) : Matrix (Fin n) (Fin n) ℝ := fun i j =>
  if i = m then (if j = m then 2 * w m - ∑ k, w k else w j)
  else (if j = m then w i else 0)
```

## (a) The length of an interval

Show that
$$s_{i+1}=s_i+w_i .$$

The states below $i+1$ are those below $i$, together with $i$ itself. The Lean proof splits each term of the sum in this way, and the second part collapses to $w_i$.

```lean
/-- The two endpoints of state `i` in the stack differ by `w i`, which is the length of its interval
when `w i` is nonnegative. -/
theorem stack_succ (w : Fin n → ℝ) (i : Fin n) :
    stack w ((i : ℕ) + 1) = stack w (i : ℕ) + w i := by
  have h : ∀ j : Fin n, (if (j : ℕ) < (i : ℕ) + 1 then w j else 0) =
      (if (j : ℕ) < (i : ℕ) then w j else 0) + (if j = i then w j else 0) := by
    intro j
    by_cases hji : j = i
    · subst hji
      simp
    · have h1 : (j : ℕ) ≠ (i : ℕ) := fun h => hji (Fin.ext h)
      have h2 : ((j : ℕ) < (i : ℕ) + 1) ↔ (j : ℕ) < (i : ℕ) := by omega
      simp only [h2, hji, if_false, add_zero]
  unfold stack
  simp only [h, Finset.sum_add_distrib, Finset.sum_ite_eq', Finset.mem_univ, if_true]
```

## (b) Overlap as a difference of clamped endpoints

Let $C(x)=\max(a,\min(b,x))$, which clamps $x$ to $[a,b]$. For $a\le b$ and $c\le d$, show that
$$L(a,b;c,d)=C(d)-C(c).$$

If $d\le a$, both endpoints clamp to $a$; if $c\ge b$, both clamp to $b$. Both sides are then zero. Otherwise $C(d)=\min(b,d)$ and $C(c)=\max(a,c)$, and their difference is nonnegative because $C$ is nondecreasing. In Lean, `split_ifs` lists the orderings and `linarith` settles each one.

```lean
/-- The overlap of `[a, b]` with `[c, d]` is the distance between the endpoints `c` and `d`
after both are clamped to `[a, b]`. -/
theorem overlap_eq_clamp {a b c d : ℝ} (hab : a ≤ b) (hcd : c ≤ d) :
    overlap a b c d = max a (min b d) - max a (min b c) := by
  unfold overlap
  simp only [max_def, min_def]
  split_ifs <;> linarith
```

## (c) Moving the shift to the other interval

Show that, for every real $h$,
$$L(a,b;c+h,d+h)=L(c,d;a-h,b-h).$$

Take $h$ out of both terms: $\min(b,d+h)=h+\min(b-h,d)$ and $\max(a,c+h)=h+\max(a-h,c)$. It cancels in the difference, which is the statement `key`.

```lean
/-- Moving one interval up by `h` gives the same overlap as moving the other down by `h`. -/
theorem overlap_shift (a b c d h : ℝ) :
    overlap a b (c + h) (d + h) = overlap c d (a - h) (b - h) := by
  have key : min b (d + h) - max a (c + h) = min d (b - h) - max c (a - h) := by
    simp only [max_def, min_def]
    split_ifs <;> linarith
  unfold overlap
  rw [key]
```

## (d) The shifted stack gives a flow

For nonnegative weights, show that
$$A_{ij}\ge 0,\qquad A_{ij}=A_{ji},\qquad \sum_j A_{ij}=w_i .$$

Overlaps are nonnegative. By (c), the upward overlap in $A_{ij}$ is the downward one in $A_{ji}$, and conversely, so $A$ is symmetric.

For the row sum, let $C_i$ clamp to $I_i$ and set $F(k)=C_i(s_k+S/2)+C_i(s_k-S/2)$. By (b), $A_{ij}=F(j+1)-F(j)$, so the sum telescopes. With $s_0=0$ and $s_n=S$,
$$\sum_jA_{ij}=C_i(\tfrac32S)+C_i(\tfrac12S)-C_i(\tfrac12S)-C_i(-\tfrac12S).$$
The middle terms cancel. Since $0\le s_i\le s_{i+1}\le S$, the outer ones give $s_{i+1}-s_i=w_i$.

In the code, `key` is the increment formula, `tel` the telescoping, and `e1` and `e2` evaluate the outer terms.

```lean
/-- For nonnegative weights the shifted-stack flow obeys detailed balance and has the
weights as its row sums. -/
theorem shiftedFlow_isFlow (w : Fin n → ℝ) (hw : ∀ i, 0 ≤ w i) :
    IsFlow w (shiftedFlow w) := by
  refine ⟨fun i j => add_nonneg (le_max_left _ _) (le_max_left _ _), fun i j => ?_,
    fun i => ?_⟩
  · unfold shiftedFlow
    linarith [overlap_shift (stack w (i : ℕ)) (stack w ((i : ℕ) + 1)) (stack w (j : ℕ))
        (stack w ((j : ℕ) + 1)) ((∑ k, w k) / 2),
      overlap_shift (stack w (j : ℕ)) (stack w ((j : ℕ) + 1)) (stack w (i : ℕ))
        (stack w ((i : ℕ) + 1)) ((∑ k, w k) / 2)]
  · have hm : ∀ j : Fin n, stack w (j : ℕ) ≤ stack w ((j : ℕ) + 1) := fun j => by
      linarith [stack_succ w j, hw j]
    have h0 : ∀ k, 0 ≤ stack w k := by
      intro k
      unfold stack
      refine Finset.sum_nonneg fun j _ => ?_
      split_ifs
      exacts [hw j, le_rfl]
    have hS : ∀ k, stack w k ≤ ∑ j, w j := by
      intro k
      unfold stack
      refine Finset.sum_le_sum fun j _ => ?_
      split_ifs
      exacts [le_rfl, hw j]
    have hn : stack w n = ∑ j, w j := by simp [stack]
    have hz : stack w 0 = 0 := by simp [stack]
    -- each overlap is an increment of a clamped coordinate F
    obtain ⟨F, hF⟩ : ∃ F : ℕ → ℝ, ∀ k, F k =
        max (stack w (i : ℕ)) (min (stack w ((i : ℕ) + 1)) (stack w k + (∑ j, w j) / 2)) +
        max (stack w (i : ℕ)) (min (stack w ((i : ℕ) + 1)) (stack w k - (∑ j, w j) / 2)) :=
      ⟨_, fun _ => rfl⟩
    have key : ∀ j : Fin n, shiftedFlow w i j = F ((j : ℕ) + 1) - F (j : ℕ) := by
      intro j
      have h1 := overlap_eq_clamp (hm i) (show stack w (j : ℕ) + (∑ k, w k) / 2 ≤
        stack w ((j : ℕ) + 1) + (∑ k, w k) / 2 by linarith [hm j])
      have h2 := overlap_eq_clamp (hm i) (show stack w (j : ℕ) - (∑ k, w k) / 2 ≤
        stack w ((j : ℕ) + 1) - (∑ k, w k) / 2 by linarith [hm j])
      unfold shiftedFlow
      rw [h1, h2, hF, hF]
      ring
    -- the increments telescope along the stack
    have tel : ∑ j : Fin n, (F ((j : ℕ) + 1) - F (j : ℕ)) = F n - F 0 :=
      (Fin.sum_univ_eq_sum_range (fun k => F (k + 1) - F k) n).trans
        (Finset.sum_range_sub F n)
    have hi := hm i
    have hA := h0 (i : ℕ)
    have hB := hS ((i : ℕ) + 1)
    have e1 : max (stack w (i : ℕ)) (min (stack w ((i : ℕ) + 1))
        ((∑ j, w j) + (∑ j, w j) / 2)) = stack w ((i : ℕ) + 1) := by
      rw [min_eq_left, max_eq_right] <;> linarith
    have e2 : max (stack w (i : ℕ)) (min (stack w ((i : ℕ) + 1))
        (0 - (∑ j, w j) / 2)) = stack w (i : ℕ) := by
      rw [min_eq_right, max_eq_left] <;> linarith
    have e3 : (∑ j, w j) - (∑ j, w j) / 2 = 0 + (∑ j, w j) / 2 := by ring
    rw [Finset.sum_congr rfl (fun j _ => key j), tel, hF n, hF 0, hn, hz, e1, e2, e3]
    linarith [stack_succ w i]
```

## (e) No bounce for a state with at most half the weight

Show that
$$2w_i\le S\quad\Longrightarrow\quad A_{ii}=0 .$$

The interval $I_i$ has length $w_i\le S/2$. Its upward copy starts at $s_i+S/2\ge s_{i+1}$, and its downward copy ends at $s_{i+1}-S/2\le s_i$. Neither overlap has positive length. These are `h1` and `h2`.

```lean
/-- A state that carries at most half the total weight has no bounce in the shifted-stack
flow. -/
theorem shiftedFlow_diag (w : Fin n → ℝ) (i : Fin n) (h : 2 * w i ≤ ∑ j, w j) :
    shiftedFlow w i i = 0 := by
  have h1 : ∀ a b t : ℝ, b - a ≤ t → overlap a b (a + t) (b + t) = 0 := by
    intro a b t ht
    unfold overlap
    exact max_eq_left (by linarith [min_le_left b (b + t), le_max_right a (a + t)])
  have h2 : ∀ a b t : ℝ, b - a ≤ t → overlap a b (a - t) (b - t) = 0 := by
    intro a b t ht
    unfold overlap
    exact max_eq_left (by linarith [min_le_right b (b - t), le_max_left a (a - t)])
  have hs : stack w ((i : ℕ) + 1) - stack w (i : ℕ) ≤ (∑ j, w j) / 2 := by
    linarith [stack_succ w i]
  unfold shiftedFlow
  rw [h1 _ _ _ hs, h2 _ _ _ hs, add_zero]
```

## (f) A lower bound on every bounce

For any flow $a$, show that
$$a_{ii}\ge 2w_i-S .$$

State $j$ cannot receive more than its own weight, because $a_{ij}=a_{ji}\le\sum_k a_{jk}=w_j$; this is `hle`. Hence
$$w_i=a_{ii}+\sum_{j\ne i}a_{ij}\le a_{ii}+(S-w_i).$$

```lean
/-- In every detailed-balance flow the bounce of state `i` is at least its weight minus the
weight of all other states. -/
theorem bounce_lower_bound {w : Fin n → ℝ} {a : Matrix (Fin n) (Fin n) ℝ}
    (h : IsFlow w a) (i : Fin n) : 2 * w i - ∑ j, w j ≤ a i i := by
  -- state j cannot receive more than its own weight
  have hle : ∀ j, a i j ≤ w j := by
    intro j
    rw [h.symm i j, ← h.row_sum j]
    exact Finset.single_le_sum (f := fun k => a j k) (fun k _ => h.nonneg j k)
      (Finset.mem_univ i)
  have h1 : a i i + ∑ j ∈ Finset.univ.erase i, a i j = ∑ j, a i j :=
    Finset.add_sum_erase _ (fun j => a i j) (Finset.mem_univ i)
  have h2 : w i + ∑ j ∈ Finset.univ.erase i, w j = ∑ j, w j :=
    Finset.add_sum_erase _ w (Finset.mem_univ i)
  have h3 : ∑ j ∈ Finset.univ.erase i, a i j ≤ ∑ j ∈ Finset.univ.erase i, w j :=
    Finset.sum_le_sum fun j _ => hle j
  linarith [h.row_sum i]
```

## (g) The criterion for flows

For nonnegative weights, show that
$$\exists\,a\text{ a flow with }a_{ii}=0\text{ for all }i\quad\Longleftrightarrow\quad 2w_i\le S\text{ for all }i .$$

If the diagonal vanishes, (f) gives $0\ge 2w_i-S$. Conversely, $A$ is a flow by (d) and has zero diagonal by (e).

```lean
/-- For nonnegative weights, a detailed-balance flow without bounces exists if and only if
no state carries more than half of the total weight. -/
theorem exists_bounceFree_flow_iff (w : Fin n → ℝ) (hw : ∀ i, 0 ≤ w i) :
    (∃ a, IsFlow w a ∧ ∀ i, a i i = 0) ↔ ∀ i, 2 * w i ≤ ∑ j, w j := by
  constructor
  · rintro ⟨a, ha, hd⟩ i
    linarith [bounce_lower_bound ha i, hd i]
  · intro h
    exact ⟨shiftedFlow w, shiftedFlow_isFlow w hw, fun i => shiftedFlow_diag w i (h i)⟩
```

## (h) The criterion for transition probabilities

For positive weights, show that
$$\text{no bounce-free update exists}\quad\Longleftrightarrow\quad \exists\,i:\ \sum_{j\ne i}w_j<w_i .$$

An update $P$ gives the flow $a_{ij}=w_iP_{ij}$, and a flow gives back $P_{ij}=a_{ij}/w_i$, since $w_i>0$. Zero diagonals correspond; this equivalence is `hP`. By (g), failure means $2w_i>S$ for some $i$, and subtracting $w_i$ gives the claim.

A single state must always bounce. Two states admit a bounce-free update only when their weights are equal.

```lean
/-- For positive weights, bounce-free updates obeying detailed balance are impossible exactly
when one state outweighs all others together. -/
theorem no_bounceFree_update_iff (w : Fin n → ℝ) (hw : ∀ i, 0 < w i) :
    (¬ ∃ P, IsBounceFreeUpdate w P) ↔ ∃ i, ∑ j ∈ Finset.univ.erase i, w j < w i := by
  -- flows and transition probabilities are related by a i j = w i * P i j
  have hP : (∃ P, IsBounceFreeUpdate w P) ↔ ∃ a, IsFlow w a ∧ ∀ i, a i i = 0 := by
    constructor
    · rintro ⟨P, h⟩
      refine ⟨fun i j => w i * P i j, ⟨fun i j => mul_nonneg (hw i).le (h.nonneg i j),
        h.balance, fun i => ?_⟩, fun i => ?_⟩
      · rw [← Finset.mul_sum, h.row_sum, mul_one]
      · have h0 : w i * P i i = 0 := by rw [h.no_bounce, mul_zero]
        exact h0
    · rintro ⟨a, h, hd⟩
      have e : ∀ i j, w i * (a i j / w i) = a i j := by
        intro i j
        have hi := (hw i).ne'
        field_simp
      refine ⟨fun i j => a i j / w i, ⟨fun i j => div_nonneg (h.nonneg i j) (hw i).le,
        fun i => ?_, fun i j => ?_, fun i => ?_⟩⟩
      · rw [← Finset.sum_div, h.row_sum, div_self (hw i).ne']
      · rw [e, e, h.symm]
      · rw [hd, zero_div]
  rw [hP, exists_bounceFree_flow_iff w (fun i => (hw i).le), not_forall]
  refine exists_congr fun i => ?_
  have h2 : w i + ∑ j ∈ Finset.univ.erase i, w j = ∑ j, w j :=
    Finset.add_sum_erase _ w (Finset.mem_univ i)
  rw [not_le]
  constructor <;> intro h <;> linarith
```

## (i) A flow that attains the bound

For nonnegative weights with $2w_m\ge S$, show that $B$ is a flow and that
$$B_{mm}=2w_m-S,\qquad B_{ii}=0\ \text{ for } i\ne m .$$

For $j\ne m$ the entries are $B_{mj}=B_{jm}=w_j$. Apart from $B_{mm}$, all others vanish, so $B$ is symmetric, and it is nonnegative by the assumption on $w_m$. Row $i\ne m$ sums to $w_i$, and row $m$ to $(S-w_m)+(2w_m-S)=w_m$. The Lean proof treats these two kinds of row separately.

A neighbouring consequence, added here without a formal proof, is that $B$ minimises the total bounce $\sum_i a_{ii}$ among all flows: by (f), the entry $a_{mm}$ alone is already at least $2w_m-S$.

```lean
/-- For nonnegative weights with at least half of the total on state `m`, the flow
`dominantFlow w m` obeys detailed balance, its bounce at `m` equals the lower bound
`2 * w m - ∑ k, w k`, and no other state bounces. -/
theorem dominantFlow_attains_bound (w : Fin n → ℝ) (hw : ∀ i, 0 ≤ w i) (m : Fin n)
    (hm : ∑ k, w k ≤ 2 * w m) :
    IsFlow w (dominantFlow w m) ∧ dominantFlow w m m m = 2 * w m - ∑ k, w k ∧
      ∀ i, i ≠ m → dominantFlow w m i i = 0 := by
  refine ⟨⟨fun i j => ?_, fun i j => ?_, fun i => ?_⟩, ?_, fun i hi => ?_⟩
  · unfold dominantFlow
    split_ifs <;> linarith [hw i, hw j]
  · unfold dominantFlow
    split_ifs <;> rfl
  · by_cases him : i = m
    · have e : ∀ j, dominantFlow w m i j =
          w j + if j = m then w m - ∑ k, w k else 0 := by
        intro j
        unfold dominantFlow
        by_cases hj : j = m
        · rw [if_pos him, if_pos hj, if_pos hj, hj]
          ring
        · rw [if_pos him, if_neg hj, if_neg hj, add_zero]
      simp only [e, Finset.sum_add_distrib, Finset.sum_ite_eq', Finset.mem_univ, if_true]
      rw [him]
      ring
    · simp [dominantFlow, him]
  · simp [dominantFlow]
  · simp [dominantFlow, hi]

end

end BounceFreeUpdates
```

```lean
#print axioms BounceFreeUpdates.no_bounceFree_update_iff
-- 'BounceFreeUpdates.no_bounceFree_update_iff' depends on axioms: [propext, Classical.choice, Quot.sound]
#print axioms BounceFreeUpdates.dominantFlow_attains_bound
-- 'BounceFreeUpdates.dominantFlow_attains_bound' depends on axioms: [propext, Classical.choice, Quot.sound]
```
